# The Householder sign choice keeps the reflector vector at least √2 times as long as the input

## A column of the Hamiltonian matrix

Dense eigensolvers often bring a Hermitian Hamiltonian matrix to tridiagonal form before finding orbital energies. At each step, the part $x$ of a column below the diagonal must be turned into a multiple of its first basis vector $e$. A reflection can do this, with direction $x\pm s\|x\|e$, where $s$ is the phase of the first component of $x$ (just a sign when $x$ is real). If $x$ is already nearly parallel to $e$, the minus sign subtracts two nearly equal vectors and can lose significant digits. The plus sign avoids this.

## The vector and its reflector

Let $x\neq0$ and $\|e\|=1$ in a real or complex inner product space, with $\langle\cdot,\cdot\rangle$ conjugate-linear in its first argument. Let $s$ be the phase $\langle e,x\rangle/|\langle e,x\rangle|$, or $1$ if the overlap vanishes. Define

$$v=x+s\|x\|e,\qquad R_v\,y=y-\frac{2\langle v,y\rangle}{\|v\|^2}\,v .$$

Then $v\neq0$ and

$$\|v\|^2=2\|x\|\,(\|x\|+|\langle e,x\rangle|)\ \ge\ 2\|x\|^2,\qquad R_v\,x=-s\|x\|e .$$

In Lean, `phase` is $s$ as a function of the overlap, `householderVector 𝕜 e x` is $v$, and `reflector 𝕜 v y` is $R_v\,y$. The scalar type `𝕜` is $\mathbb R$ or $\mathbb C$, and `he` and `hx` are the two assumptions above. The theorem `householder_sign_choice` states all four conclusions.

The version for real column vectors, `householder_sign_choice_real`, works in $\mathbb R^{n+1}$, so the dimension is at least one. Lean counts components from zero: the overlap is $x_0$, although the first basis vector is called `e₁`. Here $s$ is `realSign (x 0)`, which is $1$ for $x_0\ge0$ and $-1$ otherwise.

For electronic-structure eigensolvers, the result justifies one reflection step in exact arithmetic; it does not bound rounding errors or treat the full tridiagonalisation.

## Expanding the square

For any scalar $t$ with $|t|=1$, the vector $t\|x\|e$ has length $\|x\|$, so

$$\begin{aligned}
\|x+t\|x\|e\|^2
&=\|x\|^2+2\,\mathrm{Re}\,\langle t\|x\|e,x\rangle+\|x\|^2\\
&=2\|x\|\bigl(\|x\|+\mathrm{Re}(\bar t\langle e,x\rangle)\bigr).
\end{aligned}$$

For $t=s$, $\bar s\langle e,x\rangle=|\langle e,x\rangle|$, which gives the length formula. The lower bound follows because the modulus is non-negative, and it makes $v$ nonzero. Next,

$$2\langle v,x\rangle=2\|x\|^2+2\|x\|\,\bar s\langle e,x\rangle=\|v\|^2 .$$

The coefficient in $R_v\,x$ is therefore $1$, and $R_v\,x=x-v=-s\|x\|e$.

Taking $t=-s$ gives $2\|x\|(\|x\|-|\langle e,x\rangle|)$ instead, which is small when $x$ is nearly parallel to $e$. Since $\mathrm{Re}(\bar t\langle e,x\rangle)\le|\langle e,x\rangle|$, no phase gives a longer vector than $s$. The lower bound is attained exactly when $\langle e,x\rangle=0$.

## Two components, then one

Take $x=(3,4)$ and $e=(1,0)$. Then $\|x\|=5$, $s=1$ and $v=(8,4)$, with $\|v\|^2=80=2\cdot5\cdot(5+3)$. Since $2\langle v,x\rangle=80$, the reflector gives $x-v=(-5,0)$. The opposite sign gives $(-2,4)$, with squared length $20$.

In one dimension, $x=a\neq0$ gives $v=2a$, and the reflector sends $a$ to $-a$. The opposite sign gives the zero vector, which defines no reflection direction.

## The Lean file

```lean
import Mathlib

open scoped ComplexConjugate

namespace HouseholderSignChoice

noncomputable section

variable {𝕜 E : Type*} [RCLike 𝕜] [NormedAddCommGroup E] [InnerProductSpace 𝕜 E]

/-- The phase `z / |z|` of a real or complex number, set to `1` at `z = 0`. -/
def phase (z : 𝕜) : 𝕜 := if z = 0 then 1 else z / (‖z‖ : 𝕜)

variable (𝕜) in
/-- The Householder vector `x + s ‖x‖ e`, where `s` is the phase of the component of `x`
along `e`. -/
def householderVector (e x : E) : E :=
  x + (phase (inner 𝕜 e x) * (‖x‖ : 𝕜)) • e

variable (𝕜) in
/-- The Householder reflector of `v`, acting as `y ↦ y - 2 ⟨v, y⟩ / ‖v‖² v`. -/
def reflector (v y : E) : E :=
  y - (2 * inner 𝕜 v y / (‖v‖ : 𝕜) ^ 2) • v

/-- The sign of a real number, with the sign of zero taken as `1`. -/
def realSign (a : ℝ) : ℝ := if 0 ≤ a then 1 else -1

/-- A phase has modulus one. -/
theorem norm_phase (z : 𝕜) : ‖phase z‖ = 1 := by
  unfold phase
  split_ifs with h
  · exact norm_one
  · rw [norm_div, RCLike.norm_ofReal, abs_norm, div_self (norm_ne_zero_iff.mpr h)]

/-- Multiplying a number by its conjugate phase gives its modulus. -/
theorem conj_phase_mul (z : 𝕜) : conj (phase z) * z = (‖z‖ : 𝕜) := by
  unfold phase
  split_ifs with h
  · simp [h]
  · have hn : (‖z‖ : 𝕜) ≠ 0 := RCLike.ofReal_ne_zero.mpr (norm_ne_zero_iff.mpr h)
    rw [map_div₀, RCLike.conj_ofReal, div_mul_eq_mul_div, RCLike.conj_mul,
      div_eq_iff hn, sq]

/-- The squared length of `x + t ‖x‖ e` for a unit vector `e` and any phase `t` of modulus
one. -/
theorem norm_sq_add_phase {e : E} (he : ‖e‖ = 1) {t : 𝕜} (ht : ‖t‖ = 1) (x : E) :
    ‖x + (t * (‖x‖ : 𝕜)) • e‖ ^ 2
      = 2 * ‖x‖ * (‖x‖ + RCLike.re (conj t * inner 𝕜 e x)) := by
  have h1 : ‖(t * (‖x‖ : 𝕜)) • e‖ = ‖x‖ := by
    rw [norm_smul, norm_mul, ht, he, RCLike.norm_ofReal, abs_norm, one_mul, mul_one]
  -- the cross term carries the relative phase of `t` and the overlap
  have h2 : RCLike.re (inner 𝕜 ((t * (‖x‖ : 𝕜)) • e) x)
      = ‖x‖ * RCLike.re (conj t * inner 𝕜 e x) := by
    have h3 : conj t * (‖x‖ : 𝕜) * inner 𝕜 e x
        = (‖x‖ : 𝕜) * (conj t * inner 𝕜 e x) := by ring
    rw [inner_smul_left, map_mul (starRingEnd 𝕜), RCLike.conj_ofReal, h3,
      RCLike.re_ofReal_mul]
  rw [add_comm x, norm_add_sq (𝕜 := 𝕜), h1, h2]
  ring

/-- For a unit vector `e`, the squared length of the Householder vector is `2 ‖x‖ (‖x‖ + |⟨e, x⟩|)`.
-/
theorem norm_sq_householderVector {e : E} (he : ‖e‖ = 1) (x : E) :
    ‖householderVector 𝕜 e x‖ ^ 2 = 2 * ‖x‖ * (‖x‖ + ‖inner 𝕜 e x‖) := by
  unfold householderVector
  rw [norm_sq_add_phase he (norm_phase _), conj_phase_mul, RCLike.ofReal_re]

/-- Applying the reflector of `v` twice returns every vector to itself. -/
theorem reflector_reflector (v y : E) : reflector 𝕜 v (reflector 𝕜 v y) = y := by
  by_cases hv : v = 0
  · simp [reflector, hv]
  have hN : (‖v‖ : 𝕜) ^ 2 ≠ 0 :=
    pow_ne_zero 2 (RCLike.ofReal_ne_zero.mpr (norm_ne_zero_iff.mpr hv))
  -- the component along `v` changes sign
  have key : inner 𝕜 v (reflector 𝕜 v y) = -inner 𝕜 v y := by
    unfold reflector
    rw [inner_sub_right, inner_smul_right, inner_self_eq_norm_sq_to_K,
      div_mul_cancel₀ _ hN]
    ring
  have h : reflector 𝕜 v (reflector 𝕜 v y) = reflector 𝕜 v y
      - (2 * inner 𝕜 v (reflector 𝕜 v y) / (‖v‖ : 𝕜) ^ 2) • v := rfl
  rw [h, key]
  unfold reflector
  module

/-- For nonzero `x` and a unit vector `e`, the Householder vector is nonzero, has squared length `2
‖x‖ (‖x‖ + |⟨e, x⟩|) ≥ 2 ‖x‖²`, and its reflector maps `x` to `-s ‖x‖ e`, where `s` is `phase ⟨e,
x⟩`. -/
theorem householder_sign_choice {e x : E} (he : ‖e‖ = 1) (hx : x ≠ 0) :
    householderVector 𝕜 e x ≠ 0 ∧
    ‖householderVector 𝕜 e x‖ ^ 2 = 2 * ‖x‖ * (‖x‖ + ‖inner 𝕜 e x‖) ∧
    2 * ‖x‖ ^ 2 ≤ ‖householderVector 𝕜 e x‖ ^ 2 ∧
    reflector 𝕜 (householderVector 𝕜 e x) x
      = -((phase (inner 𝕜 e x) * (‖x‖ : 𝕜)) • e) := by
  have hsq := norm_sq_householderVector (𝕜 := 𝕜) he x
  have hpos : 0 < ‖x‖ := norm_pos_iff.mpr hx
  have hle : 2 * ‖x‖ ^ 2 ≤ ‖householderVector 𝕜 e x‖ ^ 2 := by
    rw [hsq]
    nlinarith [mul_nonneg hpos.le (norm_nonneg (inner 𝕜 e x))]
  have hv : householderVector 𝕜 e x ≠ 0 := by
    intro h0
    rw [h0, norm_zero] at hle
    nlinarith [pow_pos hpos 2]
  refine ⟨hv, hsq, hle, ?_⟩
  -- twice the overlap of `v` with `x` equals the squared length of `v`
  have hin : 2 * inner 𝕜 (householderVector 𝕜 e x) x
      = (‖householderVector 𝕜 e x‖ : 𝕜) ^ 2 := by
    rw [← RCLike.ofReal_pow, hsq]
    unfold householderVector
    rw [inner_add_left, inner_smul_left, inner_self_eq_norm_sq_to_K, map_mul,
      RCLike.conj_ofReal]
    push_cast
    linear_combination (2 * (‖x‖ : 𝕜)) * conj_phase_mul (inner 𝕜 e x)
  have hN : (‖householderVector 𝕜 e x‖ : 𝕜) ^ 2 ≠ 0 :=
    pow_ne_zero 2 (RCLike.ofReal_ne_zero.mpr (norm_ne_zero_iff.mpr hv))
  -- hence the reflector subtracts exactly `v` from `x`
  unfold reflector
  rw [hin, div_self hN, one_smul]
  unfold householderVector
  abel

/-- For a unit vector `e` and `s = phase ⟨e, x⟩`, the opposite-sign vector `x - s ‖x‖ e` has squared
length `2 ‖x‖ (‖x‖ - |⟨e, x⟩|)`. -/
theorem norm_sq_opposite_sign {e : E} (he : ‖e‖ = 1) (x : E) :
    ‖x - (phase (inner 𝕜 e x) * (‖x‖ : 𝕜)) • e‖ ^ 2
      = 2 * ‖x‖ * (‖x‖ - ‖inner 𝕜 e x‖) := by
  have h1 : x - (phase (inner 𝕜 e x) * (‖x‖ : 𝕜)) • e
      = x + (-phase (inner 𝕜 e x) * (‖x‖ : 𝕜)) • e := by module
  rw [h1, norm_sq_add_phase he (by rw [norm_neg, norm_phase]), map_neg, neg_mul,
    conj_phase_mul, map_neg, RCLike.ofReal_re]
  ring

/-- For a unit vector `e`, among all vectors `x + t ‖x‖ e` with `|t| = 1`, the Householder vector
has the greatest length. -/
theorem norm_le_householderVector {e : E} (he : ‖e‖ = 1) {t : 𝕜} (ht : ‖t‖ = 1) (x : E) :
    ‖x + (t * (‖x‖ : 𝕜)) • e‖ ≤ ‖householderVector 𝕜 e x‖ := by
  have h : RCLike.re (conj t * inner 𝕜 e x) ≤ ‖inner 𝕜 e x‖ := by
    have h1 := RCLike.re_le_norm (conj t * inner 𝕜 e x)
    rwa [norm_mul, RCLike.norm_conj, ht, one_mul] at h1
  apply (sq_le_sq₀ (norm_nonneg _) (norm_nonneg _)).mp
  rw [norm_sq_add_phase he ht, norm_sq_householderVector he]
  gcongr

/-- For nonzero `x` and a unit vector `e`, the squared length of the Householder vector equals `2
‖x‖²` exactly when `x` is orthogonal to `e`. -/
theorem norm_sq_eq_iff_orthogonal {e x : E} (he : ‖e‖ = 1) (hx : x ≠ 0) :
    ‖householderVector 𝕜 e x‖ ^ 2 = 2 * ‖x‖ ^ 2 ↔ inner 𝕜 e x = 0 := by
  have hpos : ‖x‖ ≠ 0 := norm_ne_zero_iff.mpr hx
  rw [norm_sq_householderVector he]
  constructor
  · intro h
    have h1 : ‖x‖ * ‖inner 𝕜 e x‖ = 0 := by linarith
    exact norm_eq_zero.mp ((mul_eq_zero.mp h1).resolve_left hpos)
  · intro h
    rw [h, norm_zero]
    ring

/-- For nonzero `x` in real Euclidean space, with first component `x 0` and first basis vector `e₁`,
the vector `v = x + s ‖x‖ e₁` with `s = realSign (x 0)` is nonzero, has squared length `2 ‖x‖ (‖x‖ +
|x 0|) ≥ 2 ‖x‖²`, and its reflector maps `x` to `-s ‖x‖ e₁`. -/
theorem householder_sign_choice_real {n : ℕ} (x : EuclideanSpace ℝ (Fin (n + 1)))
    (hx : x ≠ 0) :
    let e₁ : EuclideanSpace ℝ (Fin (n + 1)) := EuclideanSpace.single 0 1
    let v := x + (realSign (x 0) * ‖x‖) • e₁
    v ≠ 0 ∧ ‖v‖ ^ 2 = 2 * ‖x‖ * (‖x‖ + |x 0|) ∧ 2 * ‖x‖ ^ 2 ≤ ‖v‖ ^ 2 ∧
      reflector ℝ v x = -((realSign (x 0) * ‖x‖) • e₁) := by
  have hs : phase (x 0) = realSign (x 0) := by
    rcases lt_trichotomy (x 0) 0 with h | h | h
    · simp [phase, realSign, h.ne, not_le.mpr h, abs_of_neg h]
    · simp [phase, realSign, h]
    · simp [phase, realSign, h.ne', h.le, abs_of_pos h]
  have hi : inner ℝ (EuclideanSpace.single (0 : Fin (n + 1)) (1 : ℝ)) x = x 0 := by
    simp [EuclideanSpace.inner_single_left]
  have h := householder_sign_choice (𝕜 := ℝ)
    (e := EuclideanSpace.single (0 : Fin (n + 1)) (1 : ℝ)) (by simp) hx
  simp only [householderVector, hi, hs, Real.norm_eq_abs, RCLike.ofReal_real_eq_id,
    id_eq] at h
  exact h

end

end HouseholderSignChoice
```

```lean
#print axioms HouseholderSignChoice.norm_sq_opposite_sign
-- 'HouseholderSignChoice.norm_sq_opposite_sign' depends on axioms: [propext, Classical.choice, Quot.sound]
#print axioms HouseholderSignChoice.norm_le_householderVector
-- 'HouseholderSignChoice.norm_le_householderVector' depends on axioms: [propext, Classical.choice, Quot.sound]
#print axioms HouseholderSignChoice.norm_sq_eq_iff_orthogonal
-- 'HouseholderSignChoice.norm_sq_eq_iff_orthogonal' depends on axioms: [propext, Classical.choice, Quot.sound]
#print axioms HouseholderSignChoice.householder_sign_choice_real
-- 'HouseholderSignChoice.householder_sign_choice_real' depends on axioms: [propext, Classical.choice, Quot.sound]
```

## How the proof follows the algebra

`norm_phase` and `conj_phase_mul` establish $|s|=1$ and $\bar s\langle e,x\rangle=|\langle e,x\rangle|$. `norm_sq_add_phase` expands the square for a general phase: `h1` finds the length of the added vector and `h2` the cross term. Substituting $s$ gives `norm_sq_householderVector`.

In the main theorem, `nlinarith` derives the lower bound and then rules out $v=0$. The step `hin` is the identity $2\langle v,x\rangle=\|v\|^2$, obtained by `linear_combination` from `conj_phase_mul`. Dividing by the nonzero $\|v\|^2$ leaves $x-v$.

`norm_sq_opposite_sign` uses the general expansion at $-s$, and `norm_le_householderVector` compares squared lengths. In `norm_sq_eq_iff_orthogonal`, equality forces $\|x\|\,|\langle e,x\rangle|=0$, hence zero overlap.

`reflector_reflector` shows that $R_v$ is its own inverse: its step `key` says that $\langle v,R_v\,y\rangle=-\langle v,y\rangle$, so the second application restores what the first removed.

The real theorem follows from the general one once `hs` identifies `phase` with `realSign`, by cases on the sign of $x_0$, and `hi` identifies the overlap with $x_0$.
